# A conserved observable need not commute with every jump operator if the stationary state is not faithful

A three-level system with zero Hamiltonian decays from its third level into the first and into the second, each at unit rate. The theorem states that the positive semidefinite matrix `diag(1, 0, 0)`, the pure state of the first level, is stationary under the Lindblad generator, and that the adjoint generator sends the observable `diag(2, 0, 1)` to zero, so that it is conserved. Yet this observable does not commute with the jump from the third level to the first. The proof gets positivity from the diagonal entries, checks the two generator equations entry by entry with `simp`, and refutes commutation by comparing one entry of the two products.

This version doesn't compile in Lean 4 with Mathlib:

```lean
import Mathlib

open Matrix
open scoped ComplexOrder

namespace FaithfulnessNeeded

noncomputable section

variable {n κ : Type*} [Fintype n] [Fintype κ]

/-- The dissipator of a single jump operator `K`, acting on density matrices. -/
def dissipator (K ρ : Matrix n n ℂ) : Matrix n n ℂ :=
  K * ρ * Kᴴ - (1 / 2 : ℂ) • (Kᴴ * K * ρ + ρ * (Kᴴ * K))

/-- The dissipator of a single jump operator `K`, acting on observables. -/
def dissipatorDual (K X : Matrix n n ℂ) : Matrix n n ℂ :=
  Kᴴ * X * K - (1 / 2 : ℂ) • (Kᴴ * K * X + X * (Kᴴ * K))

/-- The Lindblad generator with Hamiltonian `H` and jumps `L k` (Schrödinger picture). -/
def lindblad (H : Matrix n n ℂ) (L : κ → Matrix n n ℂ) (ρ : Matrix n n ℂ) : Matrix n n ℂ :=
  -(Complex.I • (H * ρ - ρ * H)) + ∑ k, dissipator (L k) ρ

/-- The adjoint Lindblad generator, which moves observables (Heisenberg picture). -/
def lindbladDual (H : Matrix n n ℂ) (L : κ → Matrix n n ℂ) (X : Matrix n n ℂ) :
    Matrix n n ℂ :=
  Complex.I • (H * X - X * H) + ∑ k, dissipatorDual (L k) X

/-- Jumps by which the third of three levels decays into the first and into the second. -/
def decayJumps : Fin 2 → Matrix (Fin 3) (Fin 3) ℂ :=
  ![!![0, 0, 1; 0, 0, 0; 0, 0, 0], !![0, 0, 0; 0, 0, 1; 0, 0, 0]]

/-- A stationary state that is only positive semidefinite does not suffice: for the decay jumps
without Hamiltonian, `diag(1, 0, 0)` is stationary and the observable `diag(2, 0, 1)` is
conserved, yet it does not commute with the first jump. -/
theorem faithfulness_needed :
    (diagonal ![1, 0, 0] : Matrix (Fin 3) (Fin 3) ℂ).PosSemidef ∧
    lindblad 0 decayJumps (diagonal ![1, 0, 0]) = 0 ∧
    lindbladDual 0 decayJumps (diagonal ![2, 0, 1]) = 0 ∧
    ¬ Commute (diagonal ![2, 0, 1]) (decayJumps 0) := by
  refine ⟨Matrix.PosSemidef.diagonal (by intro i; fin_cases i <;> simp), ?_, ?_, ?_⟩
  · ext i j
    fin_cases i <;> fin_cases j <;>
      simp [lindblad, dissipator, decayJumps, Fin.sum_univ_two, Matrix.mul_apply,
        Fin.sum_univ_three, diagonal_apply]
  · ext i j
    fin_cases i <;> fin_cases j <;>
      simp [lindbladDual, dissipatorDual, decayJumps, Fin.sum_univ_two, Matrix.mul_apply,
        Fin.sum_univ_three, diagonal_apply] <;> norm_num
  · intro h
    have h02 := congrFun (congrFun h.eq 0) 2
    simp [decayJumps, Matrix.mul_apply, Fin.sum_univ_three, diagonal_apply] at h02

end

end FaithfulnessNeeded
```

Compiling this gives:

```
Main.lean:42:2: error: unsolved goals
case refine_1.«0».«0»
⊢ (![0, 0, 1] ᵥ* (diagonal ![1, 0, 0] * !![0, 0, 1; 0, 0, 0; 0, 0, 0]ᴴ)) 0 +
      (![0, 0, 0] ᵥ* (diagonal ![1, 0, 0] * !![0, 0, 0; 0, 0, 1; 0, 0, 0]ᴴ)) 0 =
    0

case refine_1.«0».«1»
⊢ (![0, 0, 1] ᵥ* (diagonal ![1, 0, 0] * !![0, 0, 1; 0, 0, 0; 0, 0, 0]ᴴ)) 1 +
      (![0, 0, 0] ᵥ* (diagonal ![1, 0, 0] * !![0, 0, 0; 0, 0, 1; 0, 0, 0]ᴴ)) 1 =
    0

case refine_1.«0».«2»
⊢ (![0, 0, 1] ᵥ* (diagonal ![1, 0, 0] * !![0, 0, 1; 0, 0, 0; 0, 0, 0]ᴴ)) 2 +
      (![0, 0, 0] ᵥ* (diagonal ![1, 0, 0] * !![0, 0, 0; 0, 0, 1; 0, 0, 0]ᴴ)) 2 =
    0

case refine_1.«1».«0»
⊢ (![0, 0, 0] ᵥ* (diagonal ![1, 0, 0] * !![0, 0, 1; 0, 0, 0; 0, 0, 0]ᴴ)) 0 +
      (![0, 0, 1] ᵥ* (diagonal ![1, 0, 0] * !![0, 0, 0; 0, 0, 1; 0, 0, 0]ᴴ)) 0 =
    0

case refine_1.«1».«1»
⊢ (![0, 0, 0] ᵥ* (diagonal ![1, 0, 0] * !![0, 0, 1; 0, 0, 0; 0, 0, 0]ᴴ)) 1 +
      (![0, 0, 1] ᵥ* (diagonal ![1, 0, 0] * !![0, 0, 0; 0, 0, 1; 0, 0, 0]ᴴ)) 1 =
    0

case refine_1.«1».«2»
⊢ (![0, 0, 0] ᵥ* (diagonal ![1, 0, 0] * !![0, 0, 1; 0, 0, 0; 0, 0, 0]ᴴ)) 2 +
      (![0, 0, 1] ᵥ* (diagonal ![1, 0, 0] * !![0, 0, 0; 0, 0, 1; 0, 0, 0]ᴴ)) 2 =
    0

case refine_1.«2».«0»
⊢ (![0, 0, 0] ᵥ* (diagonal ![1, 0, 0] * !![0, 0, 1; 0, 0, 0; 0, 0, 0]ᴴ)) 0 +
      (![0, 0, 0] ᵥ* (diagonal ![1, 0, 0] * !![0, 0, 0; 0, 0, 1; 0, 0, 0]ᴴ)) 0 =
    0

case refine_1.«2».«1»
⊢ (![0, 0, 0] ᵥ* (diagonal ![1, 0, 0] * !![0, 0, 1; 0, 0, 0; 0, 0, 0]ᴴ)) 1 +
      (![0, 0, 0] ᵥ* (diagonal ![1, 0, 0] * !![0, 0, 0; 0, 0, 1; 0, 0, 0]ᴴ)) 1 =
    0

case refine_1.«2».«2»
⊢ (![0, 0, 0] ᵥ* (diagonal ![1, 0, 0] * !![0, 0, 1; 0, 0, 0; 0, 0, 0]ᴴ)) 2 +
      (![0, 0, 0] ᵥ* (diagonal ![1, 0, 0] * !![0, 0, 0; 0, 0, 1; 0, 0, 0]ᴴ)) 2 =
    0
Main.lean:52:40: warning: This simp argument is unused:
  Fin.sum_univ_three

Hint: Omit it from the simp argument list.
  [apply] simp [decayJumps, Matrix.mul_apply, diagonal_apply] at h02

Note: This linter can be disabled with `set_option linter.unusedSimpArgs false`
```

Lean accepts the file once it reads:

```diff
@@ -42,13 +42,14 @@
   · ext i j
     fin_cases i <;> fin_cases j <;>
-      simp [lindblad, dissipator, decayJumps, Fin.sum_univ_two, Matrix.mul_apply,
+      simp [-Matrix.cons_mul, lindblad, dissipator, decayJumps, Fin.sum_univ_two, Matrix.mul_apply,
         Fin.sum_univ_three, diagonal_apply]
   · ext i j
     fin_cases i <;> fin_cases j <;>
       simp [lindbladDual, dissipatorDual, decayJumps, Fin.sum_univ_two, Matrix.mul_apply,
-        Fin.sum_univ_three, diagonal_apply] <;> norm_num
+        Fin.sum_univ_three, diagonal_apply]
+    norm_num
   · intro h
     have h02 := congrFun (congrFun h.eq 0) 2
-    simp [decayJumps, Matrix.mul_apply, Fin.sum_univ_three, diagonal_apply] at h02
+    simp [decayJumps, Matrix.mul_apply, diagonal_apply] at h02
 
 end
```

The error is in the proof of stationarity, where `simp` leaves all nine entries unproved. Each goal still has a row of a jump matrix multiplied by a matrix product, as in `![0, 0, 1] ᵥ* (diagonal ![1, 0, 0] * …ᴴ)`. This form comes from the simp lemma `Matrix.cons_mul`, which rewrites a product whose left factor is an explicit matrix as a list of row-times-matrix products. `Matrix.mul_apply` expands an entry of a matrix product into a sum, but what is left here is an entry of a `ᵥ*` vector, which it does not match. With `-Matrix.cons_mul` the products keep the form that `Matrix.mul_apply` needs, and `simp` can compute the entries.

The other two changes are mere tidying. In the proof of conservation, `norm_num` now runs once, on the one goal `simp` leaves, instead of being chained with `<;>`. In the last step `Fin.sum_univ_three` goes, because the warning reports it as unused.
